# The ZORA velocity operator with its spin-dependent part

For the two-component Hamiltonian $(\sigma\cdot p)K(\sigma\cdot p)+V$ of the zeroth-order regular approximation (ZORA), in units with $\hbar=1$, the velocity is the anticommutator $pK+Kp$ of the momentum $p$ with the kinetic factor $K$, plus the cross product of the Pauli vector with the gradient of $K$. This holds whenever the momenta and positions are canonical and both $K$ and the potential $V$ are independent of spin and commute with every position. It bears on velocity-form transition moments in one-electron ZORA calculations with a local potential, where the momentum alone is in general not the velocity.

## Operators and assumptions

Orbital operators are elements of an arbitrary complex algebra `A`, and $[a,b]=ab-ba$. Units have $\hbar=1$.

```lean
import Mathlib

open Complex (I)

namespace ZoraVelocity

noncomputable section

variable {A : Type*} [Ring A] [Algebra ℂ A]
```

Indices run over $0,1,2$, standing for $x,y,z$, so $\sigma_0$ is the matrix usually written $\sigma_x$. The Levi-Civita symbol has $\varepsilon_{012}=1$.

```lean
/-- The three Pauli matrices. -/
def pauli : Fin 3 → Matrix (Fin 2) (Fin 2) ℂ :=
  ![!![0, 1; 1, 0], !![0, -I; I, 0], !![1, 0; 0, -1]]

/-- The Levi-Civita symbol in three dimensions. -/
def eps (j k l : Fin 3) : ℂ :=
  (![![![0, 0, 0], ![0, 0, 1], ![0, -1, 0]],
     ![![0, 0, -1], ![0, 0, 0], ![1, 0, 0]],
     ![![0, 1, 0], ![-1, 0, 0], ![0, 0, 0]]] : Fin 3 → Fin 3 → Fin 3 → ℂ) j k l
```

A two-component operator is a $2\times2$ matrix over `A`. The product of a spin matrix $s$ with an orbital operator $a$ is `spin s a`, written $s\,a$ below. A purely orbital operator $a$ appears as `spin 1 a`.

```lean
/-- The two-component operator that acts as the matrix `s` on spin and as `a` on the orbital
part. -/
def spin (s : Matrix (Fin 2) (Fin 2) ℂ) (a : A) : Matrix (Fin 2) (Fin 2) A :=
  Matrix.of fun i j => s i j • a
```

With $P=\sum_j\sigma_jp_j$, the Hamiltonian is $H=PKP+V$. In atomic units ZORA takes $K=c^2/(2c^2-V)$, with $c$ the speed of light; here $K$ and $V$ are independent, and that relation is never used. The scalar version replaces $PKP$ by $\sum_jp_jKp_j$.

```lean
/-- The operator `P = ∑ σ_j p_j`. -/
def sigmaP (p : Fin 3 → A) : Matrix (Fin 2) (Fin 2) A :=
  ∑ j, spin (pauli j) (p j)

/-- The two-component ZORA Hamiltonian `P K P + V`. -/
def zora (p : Fin 3 → A) (K V : A) : Matrix (Fin 2) (Fin 2) A :=
  sigmaP p * spin 1 K * sigmaP p + spin 1 V

/-- The scalar ZORA Hamiltonian `∑ p_j K p_j + V`. -/
def scalarZora (p : Fin 3 → A) (K V : A) : A :=
  ∑ j, p j * K * p j + V
```

The gradient is defined algebraically by $K_j=i[p_j,K]$, which is $\partial_jK$ when $p_j=-i\partial_j$. The velocity is the Heisenberg derivative $i[H,X]$. The coordinate used for $X$ is $x_k$ itself, without a picture-change correction to the position operator.

```lean
/-- The gradient component `K_j = i [p_j, K]`. -/
def grad (p : Fin 3 → A) (K : A) (j : Fin 3) : A :=
  I • (p j * K - K * p j)

/-- The velocity `i [H, X]` belonging to a Hamiltonian `H` and a coordinate `X`. -/
def velocity {B : Type*} [Ring B] [Algebra ℂ B] (H X : B) : B :=
  I • (H * X - X * H)
```

The structure `LocalModel` collects the hypotheses. The first is the canonical commutation relation. The other two express locality: $K$ and $V$ act as functions of position, which excludes nonlocal exchange and nonlocal pseudopotentials. As elements of `A`, they are also independent of spin.

```lean
/-- Momenta and positions obey `[p_j, x_k] = -i δ_jk`, and `K` and `V` commute with every
position. -/
structure LocalModel (p x : Fin 3 → A) (K V : A) : Prop where
  ccr : ∀ j k, p j * x k - x k * p j = if j = k then (-I) • (1 : A) else 0
  K_comm : ∀ k, K * x k = x k * K
  V_comm : ∀ k, V * x k = x k * V
```

The setting is purely algebraic, with no Hilbert space, operator domains or self-adjointness. Matrices in a finite, nonempty basis cannot satisfy the canonical relation, since a commutator has trace zero, so the theorems that assume it do not apply to basis-set matrices.

## (a) Products of spin and orbital factors

Show that spin factors and orbital factors multiply separately:
$$(s\,a)(t\,b)=(st)(ab).$$

**Solution.** Complex numbers commute with elements of the algebra, so the $(i,j)$ entry is
$$\sum_m(s_{im}a)(t_{mj}b)=\Big(\sum_ms_{im}t_{mj}\Big)ab.$$
The proof compares entries in the same way, with the sum over $m$ written out as two terms.

```lean
/-- Spin factors and orbital factors multiply separately. -/
theorem spin_mul (s t : Matrix (Fin 2) (Fin 2) ℂ) (a b : A) :
    spin s a * spin t b = spin (s * t) (a * b) := by
  ext i j
  simp only [spin, Matrix.mul_apply, Matrix.of_apply, Fin.sum_univ_two, add_smul,
    smul_mul_smul_comm]
```

## (b) Products of Pauli matrices

Show that
$$\sigma_j\sigma_k=\delta_{jk}+i\sum_l\varepsilon_{jkl}\sigma_l.$$

**Solution.** Each Pauli matrix squares to the identity. Direct multiplication gives
$$\sigma_0\sigma_1=i\sigma_2,\qquad\sigma_1\sigma_2=i\sigma_0,\qquad\sigma_2\sigma_0=i\sigma_1.$$
Taking adjoints reverses the products and changes the sign on the right, which settles the remaining cases. The Lean proof runs through every pair $j,k$ and every matrix entry.

```lean
/-- The Pauli product rule `σ_j σ_k = δ_jk + i ∑ ε_jkl σ_l`. -/
theorem pauli_mul (j k : Fin 3) :
    pauli j * pauli k = (if j = k then (1 : ℂ) else 0) • (1 : Matrix (Fin 2) (Fin 2) ℂ)
      + I • ∑ l, eps j k l • pauli l := by
  ext a b
  fin_cases j <;> fin_cases k <;> fin_cases a <;> fin_cases b <;>
    simp [pauli, eps, Fin.sum_univ_three, Matrix.mul_apply]
```

## (c) The commutator of $P$ with a coordinate

Show that
$$[P,x_k]=-i\sigma_k.$$

**Solution.** The coordinate carries the identity in spin space, so by (a)
$$[P,x_k]=\sum_j\sigma_j[p_j,x_k]=\sum_j\sigma_j(-i\delta_{jk})=-i\sigma_k.$$
In the proof, `hsub` combines the two orbital products into a commutator, and `Finset.sum_eq_single k` keeps the one surviving term.

```lean
/-- The commutator of `P` with a coordinate is `-i` times a Pauli matrix: `[P, x_k] = -i σ_k`. -/
theorem sigmaP_comm_position {p x : Fin 3 → A} {K V : A} (h : LocalModel p x K V)
    (k : Fin 3) :
    sigmaP p * spin 1 (x k) - spin 1 (x k) * sigmaP p = (-I) • spin (pauli k) (1 : A) := by
  have hsub : ∀ (s : Matrix (Fin 2) (Fin 2) ℂ) (a b : A),
      spin s a - spin s b = spin s (a - b) := by
    intro s a b
    ext i j
    simp [spin, smul_sub]
  simp only [sigmaP, Finset.sum_mul, Finset.mul_sum, spin_mul, mul_one, one_mul,
    ← Finset.sum_sub_distrib, hsub, h.ccr]
  -- only the term j = k survives
  rw [Finset.sum_eq_single k]
  · rw [if_pos rfl]
    ext a b
    exact smul_comm _ _ _
  · intro j _ hj
    rw [if_neg hj]
    ext a b
    simp [spin]
  · intro hk
    exact absurd (Finset.mem_univ k) hk
```

## (d) The velocity before spin reduction

Use the product rule for commutators to show that
$$i[H,x_k]=\sigma_kKP+PK\sigma_k.$$

**Solution.** The product rule gives
$$[PKP+V,x_k]=[P,x_k]KP+P[K,x_k]P+PK[P,x_k]+[V,x_k].$$
Locality removes the second and fourth terms. By (c), the others are $-i\sigma_kKP$ and $-iPK\sigma_k$, and multiplying by $i$ gives the result.

The identity `e` is this product rule, established by `noncomm_ring` without reordering any factors; `hK` and `hV` are the two vanishing commutators.

```lean
/-- The ZORA velocity before the spin algebra is carried out:
`i [H, x_k] = σ_k K P + P K σ_k`. -/
theorem zora_velocity_unreduced {p x : Fin 3 → A} {K V : A} (h : LocalModel p x K V)
    (k : Fin 3) :
    velocity (zora p K V) (spin 1 (x k)) =
      spin (pauli k) 1 * spin 1 K * sigmaP p + sigmaP p * spin 1 K * spin (pauli k) 1 := by
  have hK : spin 1 K * spin 1 (x k) - spin 1 (x k) * spin 1 K = 0 := by
    rw [spin_mul, spin_mul, h.K_comm k, sub_self]
  have hV : spin 1 V * spin 1 (x k) - spin 1 (x k) * spin 1 V = 0 := by
    rw [spin_mul, spin_mul, h.V_comm k, sub_self]
  -- product rule for the commutator with P K P + V
  have e : ∀ P L W X : Matrix (Fin 2) (Fin 2) A,
      (P * L * P + W) * X - X * (P * L * P + W) =
        (P * X - X * P) * L * P + P * L * (P * X - X * P)
          + P * (L * X - X * L) * P + (W * X - X * W) := by
    intro P L W X
    noncomm_ring
  rw [velocity, zora, e, sigmaP_comm_position h k, hK, hV]
  simp only [mul_zero, zero_mul, add_zero, smul_mul_assoc, mul_smul_comm, smul_add,
    smul_smul, mul_neg, Complex.I_mul_I, neg_neg, one_smul]
```

## (e) The velocity with its spin term

Carry out the spin algebra to show that
$$i[H,x_k]=p_kK+Kp_k+\sum_{j,l}\varepsilon_{jkl}\,\sigma_lK_j.$$

**Solution.** Inserting $P=\sum_j\sigma_jp_j$ into (d) gives
$$i[H,x_k]=\sum_j\big(\sigma_k\sigma_j\,Kp_j+\sigma_j\sigma_k\,p_jK\big).$$
Apply (b) to both spin products and use $\varepsilon_{kjl}=-\varepsilon_{jkl}$. Each summand becomes
$$\delta_{jk}(p_jK+Kp_j)+i\sum_l\varepsilon_{jkl}\,\sigma_l(p_jK-Kp_j).$$
Since $i(p_jK-Kp_j)=K_j$, the second part is $\sum_l\varepsilon_{jkl}\sigma_lK_j$. Summing over $j$ leaves $p_kK+Kp_k$ from the first part and the stated double sum from the second.

In the theorem, `velocity (zora p K V) (spin 1 (x k))` is the left-hand side, and the spin-free part on the right is multiplied by the $2\times2$ identity. The proof records the antisymmetry as `anti` and the formula for one summand as `step`, where `module` collects the coefficients of $p_jK$ and $Kp_j$. The last lines sum over $j$.

```lean
/-- The ZORA velocity operator with its spin-dependent part:
`i [H, x_k] = p_k K + K p_k + ∑ ε_jkl σ_l K_j`. -/
theorem zora_velocity {p x : Fin 3 → A} {K V : A} (h : LocalModel p x K V) (k : Fin 3) :
    velocity (zora p K V) (spin 1 (x k)) =
      spin 1 (p k * K + K * p k)
        + ∑ j, ∑ l, eps j k l • spin (pauli l) (grad p K j) := by
  rw [zora_velocity_unreduced h k]
  have anti : ∀ j l, eps k j l = -eps j k l := by
    intro j l
    fin_cases k <;> fin_cases j <;> fin_cases l <;> simp [eps]
  -- the Pauli product rule splits each summand into a spin-free and a spin part
  have step : ∀ j, spin (pauli k * pauli j) (K * p j) + spin (pauli j * pauli k) (p j * K) =
      (if j = k then (1 : ℂ) else 0) • spin 1 (p j * K + K * p j)
        + ∑ l, eps j k l • spin (pauli l) (grad p K j) := by
    intro j
    have hd : (if k = j then (1 : ℂ) else 0) = if j = k then (1 : ℂ) else 0 := by
      by_cases hj : j = k
      · simp [hj]
      · simp [hj, Ne.symm hj]
    rw [pauli_mul k j, pauli_mul j k, hd]
    generalize (if j = k then (1 : ℂ) else 0) = d
    ext a b
    simp only [spin, grad, anti, Fin.sum_univ_three, Matrix.of_apply, Matrix.add_apply,
      Matrix.smul_apply, smul_eq_mul]
    module
  simp only [sigmaP, Finset.mul_sum, Finset.sum_mul, spin_mul, one_mul, mul_one]
  rw [← Finset.sum_add_distrib, Finset.sum_congr rfl (fun j _ => step j),
    Finset.sum_add_distrib]
  simp only [ite_smul, one_smul, zero_smul, Finset.sum_ite_eq', Finset.mem_univ, if_true]
```

## (f) The scalar Hamiltonian

Let $H_{\mathrm s}=\sum_jp_jKp_j+V$. Show that
$$i[H_{\mathrm s},x_k]=p_kK+Kp_k.$$

**Solution.** Because $K$ commutes with $x_k$,
$$[p_jKp_j,x_k]=p_jK[p_j,x_k]+[p_j,x_k]Kp_j=-i\delta_{jk}(p_jK+Kp_j).$$
The potential contributes nothing. Summing over $j$ and multiplying by $i$ gives the claim. Thus the scalar Hamiltonian reproduces the spin-free part of (e) and omits only the spin term.

In the proof, `key` is the commutator for one value of $j$.

```lean
/-- The scalar ZORA Hamiltonian has the velocity `p_k K + K p_k`. -/
theorem scalarZora_velocity {p x : Fin 3 → A} {K V : A} (h : LocalModel p x K V)
    (k : Fin 3) :
    velocity (scalarZora p K V) (x k) = p k * K + K * p k := by
  have key : ∀ j, p j * K * p j * x k - x k * (p j * K * p j) =
      if j = k then (-I) • (p j * K + K * p j) else 0 := by
    intro j
    have e : p j * K * p j * x k - x k * (p j * K * p j) =
        p j * K * (p j * x k - x k * p j) + (p j * x k - x k * p j) * K * p j
          + p j * (K * x k - x k * K) * p j := by
      noncomm_ring
    rw [e, h.ccr, sub_eq_zero.2 (h.K_comm k)]
    split_ifs with hj
    · simp only [mul_smul_comm, smul_mul_assoc, mul_one, one_mul, mul_zero, zero_mul,
        add_zero, smul_add]
    · simp
  rw [velocity, scalarZora, add_mul, mul_add, Finset.sum_mul, Finset.mul_sum,
    add_sub_add_comm, ← Finset.sum_sub_distrib, sub_eq_zero.2 (h.V_comm k),
    Finset.sum_congr rfl (fun j _ => key j)]
  simp only [Finset.sum_ite_eq', Finset.mem_univ, if_true, add_zero, smul_smul, mul_neg,
    Complex.I_mul_I, neg_neg, one_smul]
```

## (g) When the spin term vanishes

Show that the two-component velocity is spin-free in all three components exactly when $K$ commutes with every momentum:
$$\big(\forall k:\ i[H,x_k]=p_kK+Kp_k\big)\iff\big(\forall j:\ [p_j,K]=0\big).$$

**Solution.** If $K$ commutes with every $p_j$, all $K_j$ vanish, and (e) gives the spin-free form.

Conversely, suppose that every component is spin-free. Then the spin term in (e) is zero for each $k$. For $k=0$ and $k=1$ this reads
$$\sigma_1K_2-\sigma_2K_1=0,\qquad \sigma_2K_0-\sigma_0K_2=0.$$
The $(0,0)$ entry of the first equation gives $K_1=0$. The $(0,0)$ and $(0,1)$ entries of the second give $K_0=0$ and $K_2=0$. Since $K_j=i[p_j,K]$ and $i\neq0$, all three commutators vanish.

The nonrelativistic choice, $K=\tfrac12$ in atomic units, is of this kind, and its velocity is $p_k$.

The proof obtains the vanishing spin terms as `t` and reads off the same matrix entries in `g0`, `g1` and `g2`.

```lean
/-- All three components of the ZORA velocity have the spin-free form `p_k K + K p_k` exactly
when `K` commutes with every momentum component. -/
theorem zora_velocity_spin_free_iff {p x : Fin 3 → A} {K V : A}
    (h : LocalModel p x K V) :
    (∀ k, velocity (zora p K V) (spin 1 (x k)) = spin 1 (p k * K + K * p k)) ↔
      ∀ j, p j * K = K * p j := by
  constructor
  · intro hv
    have t : ∀ k, ∑ j, ∑ l, eps j k l • spin (pauli l) (grad p K j) = 0 := fun k =>
      add_left_cancel (((zora_velocity h k).symm.trans (hv k)).trans (add_zero _).symm)
    -- single spin components isolate each gradient component
    have g0 : grad p K 0 = 0 := by
      simpa [spin, pauli, eps, Fin.sum_univ_three] using congrFun (congrFun (t 1) 0) 0
    have g1 : grad p K 1 = 0 := by
      simpa [spin, pauli, eps, Fin.sum_univ_three] using congrFun (congrFun (t 0) 0) 0
    have g2 : grad p K 2 = 0 := by
      simpa [spin, pauli, eps, Fin.sum_univ_three] using congrFun (congrFun (t 1) 0) 1
    have g : ∀ j, grad p K j = 0 := by
      intro j
      fin_cases j
      · exact g0
      · exact g1
      · exact g2
    intro j
    exact sub_eq_zero.1 ((smul_eq_zero.1 (g j)).resolve_left Complex.I_ne_zero)
  · intro hc k
    have g : ∀ j, grad p K j = 0 := fun j => by simp [grad, hc j]
    have z : ∀ s : Matrix (Fin 2) (Fin 2) ℂ, spin s (0 : A) = 0 := by
      intro s
      ext a b
      simp [spin]
    rw [zora_velocity h k]
    simp [g, z]
```

## (h) A realisation on polynomials

Let $p_j=-i\partial_j$ act on complex polynomials in three variables, and let $x_k$, $K=f$ and $V=g$ act by multiplication, with $f$ and $g$ arbitrary polynomials. Show that all the assumed relations hold:
$$[p_j,x_k]=-i\delta_{jk},\qquad [f,x_k]=[g,x_k]=0.$$

**Solution.** For a polynomial $q$, the Leibniz rule gives
$$[p_j,x_k]q=-i\,\partial_j(x_kq)+i\,x_k\,\partial_jq=-i\delta_{jk}\,q.$$
Multiplication operators commute with one another, which gives the other relations.

In Lean, the operators are linear maps on `MvPolynomial (Fin 3) ℂ`. The canonical relation is checked on each `q` by `Derivation.leibniz`, separately for equal and unequal indices. This example shows that the assumptions are consistent, also for nonconstant $K$. It does not contain the ZORA factor of any nonconstant potential, because $K(2c^2-V)=c^2$ forces polynomials $K$ and $V$ to be constant.

```lean
/-- The momentum `-i ∂_j` on polynomials in three variables. -/
def polyP (j : Fin 3) : Module.End ℂ (MvPolynomial (Fin 3) ℂ) :=
  (-I) • (MvPolynomial.pderiv j).toLinearMap

/-- Multiplication by the polynomial `f`. -/
def polyMul (f : MvPolynomial (Fin 3) ℂ) : Module.End ℂ (MvPolynomial (Fin 3) ℂ) :=
  LinearMap.mulLeft ℂ f

/-- On polynomials, `-i ∂_j`, the coordinates, and multiplication by any polynomials `f` and `g`
as `K` and `V` satisfy the assumed relations. -/
theorem localModel_witness (f g : MvPolynomial (Fin 3) ℂ) :
    LocalModel polyP (fun k => polyMul (MvPolynomial.X k)) (polyMul f) (polyMul g) where
  ccr j k := by
    apply LinearMap.ext
    intro q
    by_cases hj : j = k
    · subst hj
      simp [polyP, polyMul, Derivation.leibniz, smul_add]
    · simp [polyP, polyMul, Derivation.leibniz, hj,
        MvPolynomial.pderiv_X_of_ne (Ne.symm hj)]
  K_comm _ := LinearMap.ext fun _ => mul_left_comm _ _ _
  V_comm _ := LinearMap.ext fun _ => mul_left_comm _ _ _

end

end ZoraVelocity
```

```lean
#print axioms ZoraVelocity.zora_velocity
#print axioms ZoraVelocity.scalarZora_velocity
#print axioms ZoraVelocity.zora_velocity_spin_free_iff
```

```
'ZoraVelocity.zora_velocity' depends on axioms: [propext, Classical.choice, Quot.sound]
'ZoraVelocity.scalarZora_velocity' depends on axioms: [propext, Classical.choice, Quot.sound]
'ZoraVelocity.zora_velocity_spin_free_iff' depends on axioms: [propext, Classical.choice, Quot.sound]
```
